# Pinned levels can be joined with no step above M exactly when no mean slope between two pins exceeds M

The declaration `attainable_iff` concerns a real-valued level at each natural-number position, prescribed at finitely many pins that lie between 0 and `n` and include 0. It says that a profile through all the pins, with every step up to position `n` changing the level by at most `M`, exists exactly when the mean slope from any pin to any later pin is at most `M`. Changes are signed and bounded only from above, `M` may be any real number, and no Hamiltonian or quantum state enters the statement. In one direction the proof adds up the step bounds between two pins. In the other it builds a trial profile, at each position the lowest of the lines of slope `M` drawn from the pins at or before it, and checks that this meets every pin and keeps to the step limit.

Lean 4 with Mathlib refuses this proof:

```lean
import Mathlib

open Finset

namespace AttainableIff

noncomputable section

/-- The profile `g` takes the prescribed level `h p` at every pinned position `p` in `P`. -/
def IsPinned (P : Finset ℕ) (h g : ℕ → ℝ) : Prop := ∀ p ∈ P, g p = h p

/-- The trial profile for an allowed rise of at most `M` per step: at position `i`, the minimum of
`h p + M (i - p)` over the pins `p ≤ i`. Position `0` is pinned. -/
def ceilingProfile (P : Finset ℕ) (h0 : 0 ∈ P) (h : ℕ → ℝ) (M : ℝ) (i : ℕ) : ℝ :=
  (P.filter fun p => p ≤ i).inf' ⟨0, mem_filter.2 ⟨h0, Nat.zero_le i⟩⟩
    fun p => h p + M * ((i : ℝ) - p)

/-- If no step exceeds `M`, the level rises by at most `M (q - p)` from position `p` to a
later position `q`. -/
theorem rise_le {n : ℕ} {g : ℕ → ℝ} {M : ℝ} (hs : ∀ i < n, g (i + 1) - g i ≤ M)
    {p q : ℕ} (hpq : p ≤ q) (hq : q ≤ n) : g q - g p ≤ M * ((q : ℝ) - p) := by
  induction q, hpq using Nat.le_induction with
  | base => simp
  | succ k hk ih =>
    have h1 := ih (by omega)
    have h2 := hs k (by omega)
    push_cast
    linarith

/-- With position `0` pinned and all pins in `0, ..., n`, a profile through the pins with no
step above `M` exists exactly when no mean slope between two pins exceeds `M`. -/
theorem attainable_iff {P : Finset ℕ} {n : ℕ} (h0 : 0 ∈ P) (hP : ∀ p ∈ P, p ≤ n)
    (h : ℕ → ℝ) (M : ℝ) :
    (∃ g, IsPinned P h g ∧ ∀ i < n, g (i + 1) - g i ≤ M) ↔
      ∀ p ∈ P, ∀ q ∈ P, p < q → (h q - h p) / ((q : ℝ) - p) ≤ M := by
  have hpos : ∀ p q : ℕ, p < q → (0 : ℝ) < (q : ℝ) - p :=
    fun p q hpq => sub_pos.2 (by exact_mod_cast hpq)
  constructor
  · rintro ⟨g, hg, hs⟩ p hp q hq hpq
    rw [div_le_iff₀ (hpos p q hpq), ← hg p hp, ← hg q hq]
    exact rise_le hs hpq.le (hP q hq)
  · intro H
    refine ⟨ceilingProfile P h0 h M, ?_, ?_⟩
    · -- the ceiling profile meets every pin
      intro q hq
      unfold ceilingProfile
      apply le_antisymm
      · refine (Finset.inf'_le _ (mem_filter.2 ⟨hq, le_rfl⟩)).trans ?_
        simp
      · apply Finset.le_inf'
        intro p hp
        have hpP : p ∈ P := (mem_filter.1 hp).1
        have hpq : p ≤ q := (mem_filter.1 hp).2
        show h q ≤ h p + M * ((q : ℝ) - p)
        rcases hpq.lt_or_eq with hlt | heq
        · have h1 := (div_le_iff₀ (hpos p q hlt)).1 (H p hpP q hq hlt)
          linarith
        · subst heq
          simp
    · -- a pin available at `i` is still available at `i + 1`, at a cost of `M`
      intro i _
      have key : ceilingProfile P h0 h M (i + 1) - M ≤ ceilingProfile P h0 h M i := by
        conv_rhs => unfold ceilingProfile
        apply Finset.le_inf'
        intro p hp
        have hpi : p ≤ i := (mem_filter.1 hp).2
        have h1 : ceilingProfile P h0 h M (i + 1) ≤ h p + M * (((i + 1 : ℕ) : ℝ) - p) :=
          Finset.inf'_le (fun p : ℕ => h p + M * (((i + 1 : ℕ) : ℝ) - p))
            (mem_filter.2 ⟨(mem_filter.1 hp).1, Nat.le_succ_of_le hpi⟩)
        push_cast at h1
        show _ ≤ h p + M * ((i : ℝ) - p)
        linarith
      linarith

end

end AttainableIff
```

Messages:

```
Main.lean:48:16: error: typeclass instance problem is stuck
  SemilatticeInf ?m.167

Note: Lean will not try to resolve this typeclass instance problem because the type argument to `SemilatticeInf` is a metavariable. This argument must be fully determined before Lean will try to resolve the typeclass.

Hint: Adding type annotations and supplying implicit arguments to functions can give Lean more information for typeclass resolution. For example, if you have a variable `x` that you intend to be a `Nat`, but Lean reports it as having an unresolved type like `?m`, replacing `x` with `(x : Nat)` can get typeclass resolution un-stuck.
```

As a diff, the version that Lean accepts:

```diff
@@ -46,6 +46,8 @@
       unfold ceilingProfile
       apply le_antisymm
-      · refine (Finset.inf'_le _ (mem_filter.2 ⟨hq, le_rfl⟩)).trans ?_
-        simp
+      · have hm : q ∈ P.filter fun p => p ≤ q := mem_filter.2 ⟨hq, le_rfl⟩
+        have h1 : ceilingProfile P h0 h M q ≤ h q + M * ((q : ℝ) - q) :=
+          Finset.inf'_le (fun p : ℕ => h p + M * ((q : ℝ) - p)) hm
+        exact h1.trans (by simp)
       · apply Finset.le_inf'
         intro p hp
```

What went wrong. The error falls where the proof shows that the trial profile is no higher than the prescribed level at a pin `q`. The term there is `(Finset.inf'_le _ …).trans ?_`. To resolve `.trans`, Lean must first elaborate the part in brackets, and it does so without using the goal. The function being minimised is given only as `_`, so nothing says what type its values have. `Finset.inf'_le` needs a `SemilatticeInf` instance on that type, and Lean will not look for one while the type is the unknown `?m.167`.

The repair writes the function out and states the resulting inequality as `h1`, a comparison of real numbers. The type is then known to be `ℝ` and the instance can be found. By the time `h1.trans` is used, `h1` already has a complete type. The remaining inequality, in which `M` multiplies `q - q`, is left to `simp`, as before.

The separate `hm` states in full which filtered set contains `q`. The proof `le_rfl` does not by itself settle the filter condition, since it says only that something is at most itself. The later use of `Finset.inf'_le` in the file can give its membership proof inline because `Nat.le_succ_of_le hpi` does name the bound on `p`.
